# Fluctuation theorem and Jarzynski equality for a Gaussian work law in a dragged harmonic trap

For an overdamped particle that starts in thermal equilibrium in a harmonic trap, which is then dragged at constant nonzero speed, the moment equations fix the mean and variance of the work. The Gaussian with these moments satisfies the work fluctuation theorem and the Jarzynski equality at every positive time. For steered molecular dynamics, this one-particle harmonic model is an exactly solvable test of free-energy estimates from nonequilibrium work.

```lean
import Mathlib

open MeasureTheory

namespace DraggedTrapWork

noncomputable section
```

Let $k$ be the trap stiffness, $v$ its speed, $\tau$ the relaxation time (friction coefficient divided by $k$) and $\theta$ the thermal energy (Boltzmann's constant times temperature). Work means the work done by the external agent that moves the trap. The mean displacement from the trap centre $m$, mean work $w$, displacement–work covariance $C$ and work variance $S$ start at zero and obey, for $t\ge 0$,
$$m'=-\frac m\tau-v,\quad w'=-kvm,\quad C'=-\frac C\tau-v\theta,\quad S'=-2kvC.$$
The constant drive $-v\theta$ stands for a displacement variance held at its equilibrium value $\theta/k$. `DragMoments` assumes these equations; `HasDerivWithinAt` on `Set.Ici 0` makes the derivative one-sided at $t=0$.

```lean
/-- The moment equations of a particle in a trap of stiffness `k` dragged at speed `v`, with
relaxation time `τ ≠ 0` and thermal energy `θ`: mean displacement `m` from the trap centre, mean
work `w`, displacement-work covariance `C` and work variance `S`, all starting from zero. -/
structure DragMoments (k v τ θ : ℝ) (m w C S : ℝ → ℝ) : Prop where
  m_zero : m 0 = 0
  w_zero : w 0 = 0
  C_zero : C 0 = 0
  S_zero : S 0 = 0
  m_eq : ∀ t, 0 ≤ t → HasDerivWithinAt m (-m t / τ - v) (Set.Ici 0) t
  w_eq : ∀ t, 0 ≤ t → HasDerivWithinAt w (-k * v * m t) (Set.Ici 0) t
  C_eq : ∀ t, 0 ≤ t → HasDerivWithinAt C (-C t / τ - v * θ) (Set.Ici 0) t
  S_eq : ∀ t, 0 ≤ t → HasDerivWithinAt S (-2 * k * v * C t) (Set.Ici 0) t
```

Write $\ell(t)=\tau(1-e^{-t/\tau})$, which is `lag τ t`.

```lean
/-- The lag time `τ (1 - exp (-t/τ))`, for `τ ≠ 0`. -/
def lag (τ t : ℝ) : ℝ := τ * (1 - Real.exp (-t / τ))
```

The work law is postulated to be Gaussian, with density
$$P_{\mu,s}(W)=\frac{e^{-(W-\mu)^2/(2s)}}{\sqrt{2\pi s}}.$$

```lean
/-- The Gaussian density of the work `W` with mean `μ` and variance `s > 0`. -/
def workDensity (μ s W : ℝ) : ℝ :=
  Real.exp (-(W - μ) ^ 2 / (2 * s)) / Real.sqrt (2 * Real.pi * s)
```

Starting from the overdamped Langevin equation, with the particle initially in equilibrium, would turn both the moment equations and the Gaussian shape into consequences, but the random motion itself is not modelled here.

### (a) Vanishing rate of change

Let $f'(t)=0$ for all $t\ge0$, one-sided at $0$. Show that $f(t)=f(0)$.

**Solution.** For $t=0$ there is nothing to show. For $t>0$, $f$ is continuous on $[0,t]$ with zero derivative inside, so the mean value theorem gives $f(t)-f(0)=0$.

The proof turns on Mathlib's `constant_of_has_deriv_right_zero`, which needs only continuity on $[0,t]$ and a zero right derivative on $[0,t)$. The first `mono` restricts continuity to $[0,t]$; the second turns the derivative at $x$ within $[0,\infty)$ into one within $[x,\infty)$. Parts (b) and (c) determine the solution through this lemma, without a general uniqueness theorem for differential equations.

```lean
/-- A quantity whose rate of change vanishes at all times `t ≥ 0` keeps its initial value. -/
theorem conserved {f : ℝ → ℝ} (hf : ∀ t, 0 ≤ t → HasDerivWithinAt f 0 (Set.Ici 0) t)
    {t : ℝ} (ht : 0 ≤ t) : f t = f 0 :=
  constant_of_has_deriv_right_zero (a := 0) (b := t)
    (fun x hx => (hf x hx.1).continuousWithinAt.mono Set.Icc_subset_Ici_self)
    (fun x hx => (hf x hx.1).mono (Set.Ici_subset_Ici.mpr hx.1)) t ⟨ht, le_rfl⟩
```

### (b) Relaxation under a constant drive

Let $\tau>0$, $f(0)=0$ and $f'=-f/\tau-a$ for $t\ge0$. Show that $f(t)=-a\,\ell(t)$.

**Solution.** Use the integrating factor $e^{t/\tau}$:
$$\frac{d}{dt}\left[e^{t/\tau}(f+a\tau)\right]=e^{t/\tau}\left[\frac{f+a\tau}{\tau}-\frac f\tau-a\right]=0.$$
By (a), $e^{t/\tau}(f(t)+a\tau)=a\tau$, hence $f(t)=-a\tau(1-e^{-t/\tau})$. In the code, `key` is this conservation law, and the last `linear_combination` multiplies it by $e^{-t/\tau}$.

```lean
/-- A quantity that starts at zero and relaxes with time `τ` under a constant drive `-a`
equals `-a τ (1 - exp (-t/τ))`. -/
theorem relaxation {f : ℝ → ℝ} {a τ : ℝ} (hτ : 0 < τ) (h0 : f 0 = 0)
    (hf : ∀ t, 0 ≤ t → HasDerivWithinAt f (-f t / τ - a) (Set.Ici 0) t)
    {t : ℝ} (ht : 0 ≤ t) : f t = -a * lag τ t := by
  have hu : τ * τ⁻¹ = 1 := mul_inv_cancel₀ hτ.ne'
  -- the integrating factor turns the equation into a conservation law
  have key := conserved (f := fun s => Real.exp (s / τ) * (f s + a * τ)) (fun s hs => by
    have hE : HasDerivAt (fun x : ℝ => Real.exp (x / τ)) (Real.exp (s / τ) * (1 / τ)) s :=
      ((hasDerivAt_id' s).div_const τ).exp
    have h := hE.hasDerivWithinAt.mul ((hf s hs).add_const (a * τ))
    refine h.congr_deriv ?_
    linear_combination Real.exp (s / τ) * a * hu) ht
  simp only [zero_div, Real.exp_zero, h0, zero_add, one_mul] at key
  have hE : Real.exp (-t / τ) * Real.exp (t / τ) = 1 := by
    rw [← Real.exp_add, show -t / τ + t / τ = 0 by ring, Real.exp_zero]
  unfold lag
  linear_combination Real.exp (-t / τ) * key - (f t + a * τ) * hE
```

### (c) Mean and variance of the work

For $\tau>0$ and $t\ge0$, show that
$$w=kv^2\tau\left[t-\tau(1-e^{-t/\tau})\right],\qquad S=2\theta w.$$

**Solution.** Part (b) gives $m=-v\ell$ and $C=-v\theta\ell=\theta m$. Two combinations are then conserved:
$$\frac{d}{dt}\left[w-kv\tau(m+vt)\right]=-kvm-kv\tau\left(-\frac m\tau-v+v\right)=0,$$
$$\frac{d}{dt}\left[S-2\theta w\right]=-2kvC+2\theta kvm=0.$$
Both start at zero, so $w=kv\tau(m+vt)=kv^2\tau(t-\ell)$ and $S=2\theta w$. These are `h1` and `h2`.

```lean
/-- The moment equations determine the mean work, `w = k v² τ (t - τ (1 - exp (-t/τ)))`,
and the work variance, `S = 2 θ w`. -/
theorem work_moments {k v τ θ : ℝ} {m w C S : ℝ → ℝ} (hτ : 0 < τ)
    (h : DragMoments k v τ θ m w C S) {t : ℝ} (ht : 0 ≤ t) :
    w t = k * v ^ 2 * τ * (t - τ * (1 - Real.exp (-t / τ))) ∧ S t = 2 * θ * w t := by
  have hu : τ * τ⁻¹ = 1 := mul_inv_cancel₀ hτ.ne'
  have hm : ∀ s, 0 ≤ s → m s = -v * lag τ s := fun s hs => relaxation hτ h.m_zero h.m_eq hs
  have hC : ∀ s, 0 ≤ s → C s = -(v * θ) * lag τ s :=
    fun s hs => relaxation hτ h.C_zero h.C_eq hs
  -- first conserved combination: work against displacement and trap position
  have h1 := conserved (f := fun s => w s - k * v * τ * (m s + v * s)) (fun s hs => by
    have hd := (h.w_eq s hs).sub (((h.m_eq s hs).add
      ((hasDerivAt_id' s).const_mul v).hasDerivWithinAt).const_mul (k * v * τ))
    refine hd.congr_deriv ?_
    linear_combination k * v * m s * hu) ht
  -- second conserved combination: variance against mean work
  have h2 := conserved (f := fun s => S s - 2 * θ * w s) (fun s hs => by
    have hd := (h.S_eq s hs).sub ((h.w_eq s hs).const_mul (2 * θ))
    refine hd.congr_deriv ?_
    rw [hm s hs, hC s hs]
    ring) ht
  simp only [h.w_zero, h.m_zero, h.S_zero, mul_zero, add_zero, sub_zero] at h1 h2
  have hmt := hm t ht
  unfold lag at hmt
  constructor
  · linear_combination h1 + k * v * τ * hmt
  · linear_combination h2
```

### (d) Existence of a solution

For $\tau>0$ and any real $k,v,\theta$, show that the moment equations are solved by
$$m=-v\ell,\quad w=kv^2\tau(t-\ell),\quad C=-v\theta\ell,\quad S=2\theta kv^2\tau(t-\ell).$$

**Solution.** All four vanish at $t=0$. Since $\ell'=e^{-t/\tau}=1-\ell/\tau$,
$$m'=-v+\frac{v\ell}\tau=-\frac m\tau-v,\qquad w'=kv^2\ell=-kvm.$$
Multiplying the first by $\theta$ gives the equation for $C$, and $S'=2\theta kv^2\ell=-2kvC$. The code proves the derivative of $\ell$ as `hl` and then checks each equation.

```lean
/-- The moment equations are solved by explicit functions of time, for every stiffness, speed
and thermal energy and every `τ > 0`. -/
theorem dragMoments_witness (k v θ : ℝ) {τ : ℝ} (hτ : 0 < τ) :
    DragMoments k v τ θ (fun t => -v * lag τ t) (fun t => k * v ^ 2 * τ * (t - lag τ t))
      (fun t => -(v * θ) * lag τ t) (fun t => 2 * θ * k * v ^ 2 * τ * (t - lag τ t)) := by
  have hu : τ * τ⁻¹ = 1 := mul_inv_cancel₀ hτ.ne'
  have hl : ∀ t, HasDerivAt (lag τ) (1 - lag τ t / τ) t := fun t => by
    have hE : HasDerivAt (fun x : ℝ => Real.exp (-x / τ)) (Real.exp (-t / τ) * (-1 / τ)) t :=
      ((hasDerivAt_id' t).fun_neg.div_const τ).exp
    refine ((hE.const_sub 1).const_mul τ).congr_deriv ?_
    unfold lag
    linear_combination hu
  have hd : ∀ t, HasDerivAt (fun s => s - lag τ s) (1 - (1 - lag τ t / τ)) t :=
    fun t => (hasDerivAt_id' t).fun_sub (hl t)
  refine ⟨by simp [lag], by simp [lag], by simp [lag], by simp [lag], ?_, ?_, ?_, ?_⟩
  · intro t _
    refine (((hl t).const_mul (-v)).congr_deriv ?_).hasDerivWithinAt
    ring
  · intro t _
    refine (((hd t).const_mul (k * v ^ 2 * τ)).congr_deriv ?_).hasDerivWithinAt
    linear_combination k * v ^ 2 * lag τ t * hu
  · intro t _
    refine (((hl t).const_mul (-(v * θ))).congr_deriv ?_).hasDerivWithinAt
    ring
  · intro t _
    refine (((hd t).const_mul (2 * θ * k * v ^ 2 * τ)).congr_deriv ?_).hasDerivWithinAt
    linear_combination 2 * θ * k * v ^ 2 * lag τ t * hu
```

### (e) Sign of the mean work

For $k,\tau,t>0$ and $v\ne0$, show that $w(t)>0$.

**Solution.** Put $x=-t/\tau\ne0$ in $1+x<e^x$. Then $1-e^{-t/\tau}<t/\tau$, so $\ell(t)<t$, and (c) gives the claim.

```lean
/-- For `k > 0`, `τ > 0` and `v ≠ 0`, the mean work is strictly positive at every time `t > 0`. -/
theorem mean_work_pos {k v τ θ : ℝ} {m w C S : ℝ → ℝ} (hk : 0 < k) (hv : v ≠ 0) (hτ : 0 < τ)
    (h : DragMoments k v τ θ m w C S) {t : ℝ} (ht : 0 < t) : 0 < w t := by
  rw [(work_moments hτ h ht.le).1]
  have hx := Real.add_one_lt_exp (div_neg_of_neg_of_pos (neg_lt_zero.mpr ht) hτ).ne
  have h1 : τ * (1 - Real.exp (-t / τ)) < τ * (t / τ) :=
    mul_lt_mul_of_pos_left (by rw [neg_div] at hx ⊢; linarith) hτ
  have h2 : τ * (t / τ) = t := by field_simp
  exact mul_pos (by positivity) (by linarith)
```

### (f) Which Gaussians have the symmetry

For $s,\theta>0$, show that
$$\frac{P_{\mu,s}(W)}{P_{\mu,s}(-W)}=e^{W/\theta}\ \text{for all }W\iff s=2\theta\mu.$$

**Solution.** The prefactors cancel, leaving the exponent
$$\frac{(W+\mu)^2-(W-\mu)^2}{2s}=\frac{2\mu W}{s}.$$
This is `ratio`. Equality with $W/\theta$ at $W=1$ forces $s=2\theta\mu$; conversely, that relation gives equality for every $W$.

```lean
/-- A Gaussian work law of mean `μ` and variance `s` obeys `P(W)/P(-W) = exp (W/θ)` for all `W`
exactly when `s = 2 θ μ`. -/
theorem gaussian_symmetry_iff {μ s θ : ℝ} (hs : 0 < s) (hθ : 0 < θ) :
    (∀ W, workDensity μ s W / workDensity μ s (-W) = Real.exp (W / θ)) ↔ s = 2 * θ * μ := by
  have ratio : ∀ W, workDensity μ s W / workDensity μ s (-W) = Real.exp (2 * μ * W / s) := by
    intro W
    have hn : Real.sqrt (2 * Real.pi * s) ≠ 0 := by positivity
    unfold workDensity
    rw [div_div_div_cancel_right₀ hn, ← Real.exp_sub]
    congr 1
    ring
  constructor
  · intro h
    have h1 := Real.exp_injective ((ratio 1).symm.trans (h 1))
    rw [div_eq_div_iff hs.ne' hθ.ne'] at h1
    linarith
  · intro h W
    rw [ratio W]
    congr 1
    rw [div_eq_div_iff hs.ne' hθ.ne', h]
    ring
```

### (g) The dragged trap

For $k,\tau,\theta,t>0$ and $v\ne0$, show that $P=P_{w(t),S(t)}$ obeys
$$P(W)=e^{W/\theta}P(-W).$$

**Solution.** By (c) and (e), $S=2\theta w>0$, so (f) applies with $\mu=w(t)$ and $s=S(t)$. Lean states the relation as a ratio.

```lean
/-- Work fluctuation theorem for the dragged trap: the Gaussian work law with the mean and
variance given by the moment equations obeys `P(W)/P(-W) = exp (W/θ)` at every time `t > 0`. -/
theorem work_fluctuation {k v τ θ : ℝ} {m w C S : ℝ → ℝ} (hk : 0 < k) (hv : v ≠ 0)
    (hτ : 0 < τ) (hθ : 0 < θ) (h : DragMoments k v τ θ m w C S) {t : ℝ} (ht : 0 < t) (W : ℝ) :
    workDensity (w t) (S t) W / workDensity (w t) (S t) (-W) = Real.exp (W / θ) := by
  have hw := mean_work_pos hk hv hτ h ht
  have hS := (work_moments hτ h ht.le).2
  have hp : 0 < S t := by rw [hS]; positivity
  exact (gaussian_symmetry_iff hp hθ).mpr hS W
```

### (h) The exponential average

Under the same conditions, show that
$$\int_{-\infty}^{\infty}e^{-W/\theta}P(W)\,dW=1.$$

**Solution.** By (g) the integrand is $P(-W)$. Reflecting $W\to-W$ and shifting $y=W-w(t)$ leaves
$$\frac1{\sqrt{2\pi S}}\int_{-\infty}^{\infty}e^{-y^2/(2S)}\,dy=1.$$
The code uses `integral_neg_eq_self`, `integral_sub_right_eq_self` and `integral_gaussian` in this order. The value one matches a zero free-energy difference, as expected when a trap is merely translated. General potentials and driving protocols, for which Jarzynski's equality is known, are not treated.

```lean
/-- Jarzynski equality for the dragged trap: the average of `exp (-W/θ)` over the Gaussian work
law is one at every time `t > 0`. -/
theorem jarzynski {k v τ θ : ℝ} {m w C S : ℝ → ℝ} (hk : 0 < k) (hv : v ≠ 0)
    (hτ : 0 < τ) (hθ : 0 < θ) (h : DragMoments k v τ θ m w C S) {t : ℝ} (ht : 0 < t) :
    ∫ W, Real.exp (-W / θ) * workDensity (w t) (S t) W = 1 := by
  have hw := mean_work_pos hk hv hτ h ht
  have hp : 0 < S t := by rw [(work_moments hτ h ht.le).2]; positivity
  have hn : Real.sqrt (2 * Real.pi * S t) ≠ 0 := by positivity
  -- the fluctuation theorem turns the weighted density into the reflected one
  have hr : ∀ W, Real.exp (-W / θ) * workDensity (w t) (S t) W
      = workDensity (w t) (S t) (-W) := by
    intro W
    have hpos : workDensity (w t) (S t) (-W) ≠ 0 := div_ne_zero (Real.exp_ne_zero _) hn
    rw [(div_eq_iff hpos).mp (work_fluctuation hk hv hτ hθ h ht W), ← mul_assoc,
      ← Real.exp_add, show -W / θ + W / θ = 0 by ring, Real.exp_zero, one_mul]
  simp_rw [hr]
  rw [integral_neg_eq_self (fun W => workDensity (w t) (S t) W) volume]
  -- normalisation of the Gaussian
  have hg : ∀ W, workDensity (w t) (S t) W
      = Real.exp (-(1 / (2 * S t)) * (W - w t) ^ 2) / Real.sqrt (2 * Real.pi * S t) := by
    intro W
    unfold workDensity
    congr 2
    ring
  simp_rw [hg]
  rw [integral_div, integral_sub_right_eq_self
    (fun x : ℝ => Real.exp (-(1 / (2 * S t)) * x ^ 2)) (w t), integral_gaussian,
    show Real.pi / (1 / (2 * S t)) = 2 * Real.pi * S t by rw [div_div_eq_mul_div]; ring]
  exact div_self hn

end

end DraggedTrapWork
```

```lean
#print axioms DraggedTrapWork.work_fluctuation
#print axioms DraggedTrapWork.jarzynski
```

```
'DraggedTrapWork.work_fluctuation' depends on axioms: [propext, Classical.choice, Quot.sound]
'DraggedTrapWork.jarzynski' depends on axioms: [propext, Classical.choice, Quot.sound]
```
